# Static core polarization bounds the coupled ground energy from below on a finite grid

Take one valence electron on a finite grid, with real symmetric Hamiltonian $h$. At grid point $x$ it exerts a field with components $F_k(x)$ on a quantum core with real symmetric Hamiltonian $C$ and real symmetric polarization operators $D_k$, such as dipole components. Let $v(x)$ be the lowest eigenvalue of $C-\sum_k F_k(x)D_k$. Suppose the core has a unit state $c$ with $Cc=0$ and $\langle c,D_kc\rangle=0$ for all $k$. Then the lowest eigenvalues obey

$$E(h+\mathrm{diag}\,v)\;\le\;E\Big(h\otimes 1+1\otimes C-\sum_k \mathrm{diag}(F_k)\otimes D_k\Big)\;\le\;E(h).$$

The potential $v$ describes a core that adjusts fully to each electron position. Replacing the dynamical core by $v$ can therefore only lower the ground energy or leave it unchanged. Core polarization potentials in electronic structure and quantum Monte Carlo also replace a dynamical core by a static potential. The result gives the sign of the error of this replacement when the exact $v$ is used, within a model of one electron, distinguishable from the core and linearly coupled to it. It does not cover the approximate quadratic forms of $v$ that are common in applications.

## Eigenvalues and Hamiltonians

```lean
import Mathlib

open Matrix
open scoped Kronecker

namespace CorePolarization

variable {n m κ : Type*} [Fintype n] [DecidableEq n] [Fintype m] [DecidableEq m] [Fintype κ]
```

The type `n` labels grid points, `m` labels core basis states, and `κ` labels field components. All three are finite.

```lean
/-- `E` is the lowest eigenvalue of the real matrix `A`. -/
def IsGroundEnergy (A : Matrix n n ℝ) (E : ℝ) : Prop :=
  IsLeast {e : ℝ | ∃ x : n → ℝ, x ≠ 0 ∧ A *ᵥ x = e • x} E
```

`A *ᵥ x` is the matrix-vector product and `e • x` is a scalar multiple. The set contains every real $e$ for which $Ax=ex$ has a nonzero solution. `IsLeast` says two things about $E$: it belongs to this set, and it is no larger than any other member. Given a proof `hE` of this statement, `hE.1` is the first part and `hE.2` the second.

```lean
/-- The core Hamiltonian `C - ∑ f_k D_k` in a fixed external field with components `f_k`. -/
def coreHamiltonian (C : Matrix m m ℝ) (D : κ → Matrix m m ℝ) (f : κ → ℝ) : Matrix m m ℝ :=
  C - ∑ k, f k • D k
```

For fixed field values $f_k$ this is the core matrix $K(f)=C-\sum_k f_kD_k$. Below, $K(x)$ means $K$ with $f_k=F_k(x)$.

```lean
/-- The Hamiltonian `h ⊗ 1 + 1 ⊗ C - ∑ diag(F_k) ⊗ D_k` of a valence electron on a grid
coupled to a quantum core by the position-dependent fields `F_k`. -/
def coupledHamiltonian (h : Matrix n n ℝ) (C : Matrix m m ℝ) (D : κ → Matrix m m ℝ)
    (F : κ → n → ℝ) : Matrix (n × m) (n × m) ℝ :=
  h ⊗ₖ (1 : Matrix m m ℝ) + (1 : Matrix n n ℝ) ⊗ₖ C - ∑ k, diagonal (F k) ⊗ₖ D k
```

The symbol `⊗ₖ` is the Kronecker product, so the coupled matrix acts on wavefunctions $\psi(x,a)$, with $x$ a grid point and $a$ a core index. There is no antisymmetry between valence and core electrons.

## The variational principle

```lean
omit [DecidableEq n] in
lemma norm_pos {x : n → ℝ} (hx : x ≠ 0) : 0 < x ⬝ᵥ x :=
  lt_of_le_of_ne (Finset.sum_nonneg fun i _ => mul_self_nonneg (x i))
    (Ne.symm (mt dotProduct_self_eq_zero.mp hx))
```

`x ⬝ᵥ x` is $\langle x,x\rangle=\sum_i x_i^2$, which is positive for $x\neq0$. This later permits division by the squared norm.

```lean
/-- Variational principle: the energy of any state of a real symmetric Hamiltonian is at least
the lowest eigenvalue times the squared norm. -/
theorem variational {A : Matrix n n ℝ} (hA : A.IsSymm) {E : ℝ} (hE : IsGroundEnergy A E)
    (x : n → ℝ) : E * (x ⬝ᵥ x) ≤ x ⬝ᵥ A *ᵥ x := by
  have hB : (A - E • (1 : Matrix n n ℝ)).IsHermitian := by
    unfold Matrix.IsHermitian
    rw [conjTranspose_eq_transpose_of_trivial, transpose_sub, transpose_smul, transpose_one,
      hA.eq]
  -- the shifted Hamiltonian has no negative eigenvalue
  have hpos : (A - E • (1 : Matrix n n ℝ)).PosSemidef := by
    rw [hB.posSemidef_iff_eigenvalues_nonneg]
    intro i
    have h1 := hB.mulVec_eigenvectorBasis i
    rw [sub_mulVec, smul_mulVec, one_mulVec, sub_eq_iff_eq_add, ← add_smul] at h1
    have h2 : E ≤ hB.eigenvalues i + E := by
      refine hE.2 ⟨_, ?_, h1⟩
      intro h0
      apply hB.eigenvectorBasis.orthonormal.ne_zero i
      ext j
      exact congrFun h0 j
    show 0 ≤ hB.eigenvalues i
    linarith
  have h3 := hpos.dotProduct_mulVec_nonneg x
  simp only [star_trivial, sub_mulVec, smul_mulVec, one_mulVec, dotProduct_sub,
    dotProduct_smul, smul_eq_mul] at h3
  linarith
```

Here $x$ is an arbitrary vector, and the claim is $E\langle x,x\rangle\le\langle x,Ax\rangle$. For $x\ne0$ it says that the normalised energy $\langle x,Ax\rangle/\langle x,x\rangle$ is at least $E$.

By hand, take orthonormal eigenvectors $u_i$ of the shifted matrix $A-E$, with eigenvalues $\lambda_i$. Then $Au_i=(\lambda_i+E)u_i$, so $\lambda_i+E$ is an eigenvalue of $A$. Since $E$ is the least one, $\lambda_i\ge0$. Writing $x=\sum_i a_iu_i$ gives

$$\langle x,(A-E)x\rangle=\sum_i\lambda_ia_i^2\ge0.$$

The Mathlib device that carries this argument is `posSemidef_iff_eigenvalues_nonneg`. For a Hermitian matrix it exchanges a statement about all vectors, positive semidefiniteness, for one about a finite list of eigenvalues. The proof `hB` that $A-E$ is Hermitian gives access to that list, `hB.eigenvalues`, and to the matching orthonormal basis, `hB.eigenvectorBasis`. After the `rw` with this equivalence, only $\lambda_i\ge0$ for each `i` remains to be shown. Here `h1` becomes the eigenvalue equation for $A$, and `hE.2` supplies $E\le\lambda_i+E$. The expansion of $x$ never appears in the code, because it is contained in the equivalence. Finally, `dotProduct_mulVec_nonneg` returns to the inequality for the given vector.

## Splitting the coupled energy

```lean
variable (h : Matrix n n ℝ) (C : Matrix m m ℝ) (D : κ → Matrix m m ℝ) (F : κ → n → ℝ)

omit [Fintype n] [Fintype m] in
lemma coupled_apply (x y : n) (a b : m) :
    coupledHamiltonian h C D F (x, a) (y, b) = h x y * (1 : Matrix m m ℝ) a b +
      (1 : Matrix n n ℝ) x y * coreHamiltonian C D (fun k => F k x) a b := by
  by_cases hxy : x = y
  · subst hxy
    simp [coupledHamiltonian, coreHamiltonian, Matrix.sum_apply, kroneckerMap_apply]
    ring
  · simp [coupledHamiltonian, Matrix.sum_apply, kroneckerMap_apply, hxy]
```

From here on, $x$ and $y$ are grid points, and $a$ and $b$ are core indices. The matrix elements are

$$H_{(x,a),(y,b)}=h_{xy}\,\delta_{ab}+\delta_{xy}\,K(x)_{ab}.$$

The proof separates $x=y$ from $x\ne y$. In the second case the core and coupling terms vanish, because both are diagonal in position.

```lean
lemma coupled_mulVec (ψ : n × m → ℝ) (x : n) (a : m) :
    (coupledHamiltonian h C D F *ᵥ ψ) (x, a) = (h *ᵥ fun y => ψ (y, a)) x +
      (coreHamiltonian C D (fun k => F k x) *ᵥ fun b => ψ (x, b)) a := by
  simp only [mulVec, dotProduct, Fintype.sum_prod_type, coupled_apply, add_mul,
    Finset.sum_add_distrib]
  congr 1
  · simp [Matrix.one_apply]
  · rw [Finset.sum_eq_single x]
    · simp
    · intro y _ hy
      simp [Matrix.one_apply_ne hy.symm]
    · simp
```

Summing the matrix elements against $\psi$ removes one Kronecker delta from each term:

$$(H\psi)(x,a)=\sum_y h_{xy}\psi(y,a)+\sum_b K(x)_{ab}\psi(x,b).$$

```lean
/-- The coupled energy is the valence energy summed over core components plus the energy of the
core in the field of the valence electron, summed over the positions of that electron. -/
theorem coupled_energy (ψ : n × m → ℝ) : ψ ⬝ᵥ coupledHamiltonian h C D F *ᵥ ψ =
    ∑ a, (fun x => ψ (x, a)) ⬝ᵥ h *ᵥ (fun x => ψ (x, a)) +
    ∑ x, (fun a => ψ (x, a)) ⬝ᵥ
      coreHamiltonian C D (fun k => F k x) *ᵥ (fun a => ψ (x, a)) := by
  simp only [dotProduct, Fintype.sum_prod_type, coupled_mulVec, mul_add,
    Finset.sum_add_distrib]
  congr 1
  exact Finset.sum_comm
```

Write $\psi_a$ for the valence function $x\mapsto\psi(x,a)$ and $\psi^x$ for the core vector $a\mapsto\psi(x,a)$. Multiplying the previous formula by $\psi(x,a)$ and summing over $x$ and $a$ gives

$$\langle\psi,H\psi\rangle=\sum_a\langle\psi_a,h\psi_a\rangle+\sum_x\langle\psi^x,K(x)\psi^x\rangle.$$

`Finset.sum_comm` exchanges the order of summation in the first term.

## Symmetry and the unpolarized core

```lean
variable {h C D F} {c : m → ℝ}

omit [Fintype m] [DecidableEq m] in
lemma core_isSymm (hC : C.IsSymm) (hD : ∀ k, (D k).IsSymm) (f : κ → ℝ) :
    (coreHamiltonian C D f).IsSymm := by
  unfold Matrix.IsSymm coreHamiltonian
  simp only [transpose_sub, transpose_sum, transpose_smul, hC.eq, fun k => (hD k).eq]
```

A real linear combination of symmetric matrices is symmetric, hence so is $K(f)$.

```lean
lemma coupled_isSymm (hh : h.IsSymm) (hC : C.IsSymm) (hD : ∀ k, (D k).IsSymm) :
    (coupledHamiltonian h C D F).IsSymm := by
  ext ⟨x, a⟩ ⟨y, b⟩
  have h2 : (1 : Matrix m m ℝ) b a = (1 : Matrix m m ℝ) a b := Matrix.isSymm_one.apply a b
  rw [transpose_apply, coupled_apply, coupled_apply, hh.apply x y, h2]
  by_cases hxy : x = y
  · subst hxy
    rw [(core_isSymm hC hD _).apply a b]
  · rw [Matrix.one_apply_ne hxy, Matrix.one_apply_ne (Ne.symm hxy), zero_mul, zero_mul]
```

The coupled matrix is symmetric too, as its matrix elements show. The variational principle therefore applies to both.

```lean
omit [DecidableEq m] in
lemma core_expectation (hc : C *ᵥ c = 0) (hd : ∀ k, c ⬝ᵥ D k *ᵥ c = 0) (f : κ → ℝ) :
    c ⬝ᵥ coreHamiltonian C D f *ᵥ c = 0 := by
  have hs : c ⬝ᵥ (∑ k, f k • D k) *ᵥ c = ∑ k, c ⬝ᵥ (f k • D k) *ᵥ c :=
    map_sum (AddMonoidHom.mk' (fun M : Matrix m m ℝ => c ⬝ᵥ M *ᵥ c)
      (fun M N => by rw [add_mulVec, dotProduct_add])) (fun k => f k • D k) Finset.univ
  rw [coreHamiltonian, sub_mulVec, dotProduct_sub, hs, hc]
  simp [smul_mulVec, hd]
```

With $Cc=0$ and $\langle c,D_kc\rangle=0$,

$$\langle c,K(f)c\rangle=\langle c,Cc\rangle-\sum_k f_k\langle c,D_kc\rangle=0.$$

The first condition puts the zero of energy at the level of the isolated core state $c$. The second says that this state has no permanent moment of the kind that $D_k$ measures. The auxiliary statement `hs` moves the sum over $k$ outside the expectation value.

```lean
/-- The lowest core energy in any field is at most zero if the symmetric core has a unit state
`c` with `C c = 0` in which every symmetric `D_k` has zero expectation value. -/
theorem polarization_nonpos (hC : C.IsSymm) (hD : ∀ k, (D k).IsSymm) (hc1 : c ⬝ᵥ c = 1)
    (hc : C *ᵥ c = 0) (hd : ∀ k, c ⬝ᵥ D k *ᵥ c = 0) {f : κ → ℝ} {v : ℝ}
    (hv : IsGroundEnergy (coreHamiltonian C D f) v) : v ≤ 0 := by
  have h1 := variational (core_isSymm hC hD f) hv c
  rwa [hc1, mul_one, core_expectation hc hd] at h1
```

Using the unit vector $c$ as trial state for $K(f)$ gives $v\le\langle c,K(f)c\rangle=0$. The static polarization potential is thus nowhere positive. The main theorem does not use this result.

## Both energy bounds

```lean
/-- **Static polarization gives a lower bound.** Let `h`, `C`, `D_k` be symmetric, let `c` be a unit
core state with `C c = 0` and `⟨c, D_k c⟩ = 0`, and let `v x` be the lowest core energy in the field
of a valence electron at `x`. Then the coupled ground energy lies between that of `h + diag v` and
that of `h`. -/
theorem static_polarization_overbinds {v : n → ℝ} {Estat E Ebare : ℝ}
    (hh : h.IsSymm) (hC : C.IsSymm) (hD : ∀ k, (D k).IsSymm)
    (hc1 : c ⬝ᵥ c = 1) (hc : C *ᵥ c = 0) (hd : ∀ k, c ⬝ᵥ D k *ᵥ c = 0)
    (hv : ∀ x, IsGroundEnergy (coreHamiltonian C D (fun k => F k x)) (v x))
    (hstat : IsGroundEnergy (h + diagonal v) Estat)
    (hE : IsGroundEnergy (coupledHamiltonian h C D F) E)
    (hbare : IsGroundEnergy h Ebare) : Estat ≤ E ∧ E ≤ Ebare := by
  constructor
  · obtain ⟨ψ, hψ, hev⟩ := hE.1
    have hen := coupled_energy h C D F ψ
    rw [hev, dotProduct_smul, smul_eq_mul] at hen
    -- valence bound for each core component, core bound for each valence position
    have h1 := Finset.sum_le_sum fun a (_ : a ∈ (Finset.univ : Finset m)) =>
      variational (hh.add (Matrix.isSymm_diagonal v)) hstat (fun x => ψ (x, a))
    have h2 := Finset.sum_le_sum fun x (_ : x ∈ (Finset.univ : Finset n)) =>
      variational (core_isSymm hC hD _) (hv x) (fun a => ψ (x, a))
    simp only [add_mulVec, dotProduct_add, Finset.sum_add_distrib, ← Finset.mul_sum] at h1
    have n1 : ∑ a, (fun x => ψ (x, a)) ⬝ᵥ (fun x => ψ (x, a)) = ψ ⬝ᵥ ψ := by
      simp only [dotProduct, Fintype.sum_prod_type]
      exact Finset.sum_comm
    have n2 : ∑ a, (fun x => ψ (x, a)) ⬝ᵥ diagonal v *ᵥ (fun x => ψ (x, a)) =
        ∑ x, v x * ((fun a => ψ (x, a)) ⬝ᵥ (fun a => ψ (x, a))) := by
      simp only [dotProduct, mulVec_diagonal, Finset.mul_sum]
      rw [Finset.sum_comm]
      exact Finset.sum_congr rfl fun x _ => Finset.sum_congr rfl fun a _ => by ring
    rw [n1, n2] at h1
    exact le_of_mul_le_mul_right (by linarith) (norm_pos hψ)
  · obtain ⟨φ, hφ, hev⟩ := hbare.1
    -- trial state: valence ground state times unpolarized core
    have h1 := variational (coupled_isSymm hh hC hD) hE (fun p => φ p.1 * c p.2)
    have e1 : ∀ a, (fun x => φ x * c a) = c a • φ := fun a => by
      ext x; simp [mul_comm]
    have e2 : ∀ x, (fun a => φ x * c a) = φ x • c := fun x => by
      ext a; simp
    have nn : (fun p : n × m => φ p.1 * c p.2) ⬝ᵥ (fun p => φ p.1 * c p.2) = φ ⬝ᵥ φ := by
      calc _ = (φ ⬝ᵥ φ) * (c ⬝ᵥ c) := by
            simp only [dotProduct, Fintype.sum_prod_type, Finset.sum_mul_sum]
            exact Finset.sum_congr rfl fun x _ => Finset.sum_congr rfl fun a _ => by ring
        _ = φ ⬝ᵥ φ := by rw [hc1, mul_one]
    have hsum : ∑ a, c a * (Ebare * (c a * (φ ⬝ᵥ φ))) = Ebare * (φ ⬝ᵥ φ) := by
      calc _ = (∑ a, c a * c a) * (Ebare * (φ ⬝ᵥ φ)) := by
            rw [Finset.sum_mul]
            exact Finset.sum_congr rfl fun a _ => by ring
        _ = (c ⬝ᵥ c) * (Ebare * (φ ⬝ᵥ φ)) := rfl
        _ = _ := by rw [hc1, one_mul]
    rw [nn, coupled_energy] at h1
    simp only [e1, e2, mulVec_smul, dotProduct_smul, smul_dotProduct, smul_eq_mul, hev,
      core_expectation hc hd, mul_zero, Finset.sum_const_zero, add_zero] at h1
    exact le_of_mul_le_mul_right (h1.trans_eq hsum) (norm_pos hφ)
```

The hypotheses `hh`, `hC` and `hD` state symmetry; `hc1`, `hc` and `hd` describe $c$. The remaining four identify $v(x)$ and the three energies `Estat`, `E` and `Ebare` as lowest eigenvalues. Their existence is assumed here; for real symmetric matrices of nonzero size it follows from the spectral theorem. Nothing requires $0$ to be the lowest level of $C$, although that is the physical case.

**Lower bound.** Let $\psi\ne0$ satisfy $H\psi=E\psi$. Split its energy, then bound each core term by $v(x)$:

$$E\langle\psi,\psi\rangle\ge\sum_a\langle\psi_a,h\psi_a\rangle+\sum_x v(x)\langle\psi^x,\psi^x\rangle.$$

The last sum equals $\sum_a\langle\psi_a,\mathrm{diag}(v)\psi_a\rangle$, so the right-hand side is

$$\sum_a\langle\psi_a,(h+\mathrm{diag}\,v)\psi_a\rangle\ge E_{\rm stat}\sum_a\langle\psi_a,\psi_a\rangle=E_{\rm stat}\langle\psi,\psi\rangle.$$

Division by $\langle\psi,\psi\rangle>0$ gives $E_{\rm stat}\le E$.

In the code, `obtain` extracts $\psi$ from `hE.1`. The inequalities `h1` and `h2` are the variational bounds for the valence functions and the core vectors. The identities `n1` and `n2` rearrange the double sums, `linarith` combines the results, and `le_of_mul_le_mul_right` cancels the norm. The state $c$ plays no part in this half.

**Upper bound.** Let $\varphi\ne0$ satisfy $h\varphi=E_{\rm bare}\varphi$, and take the trial state $\varphi(x)c(a)$. Its squared norm is $\langle\varphi,\varphi\rangle\langle c,c\rangle=\langle\varphi,\varphi\rangle$. Its energy is

$$\sum_a c(a)^2\langle\varphi,h\varphi\rangle+\sum_x\varphi(x)^2\langle c,K(x)c\rangle=E_{\rm bare}\langle\varphi,\varphi\rangle,$$

because $c$ is normalised and every core expectation value vanishes. The variational principle gives $E\langle\varphi,\varphi\rangle\le E_{\rm bare}\langle\varphi,\varphi\rangle$, and division finishes the proof.

In Lean, `e1` and `e2` identify the two kinds of slice of the product state, `nn` computes its norm, and `hsum` carries out the sum over $a$.

The zero-moment condition matters for this half. A one-level core with $C=0$, a single operator $D=1$ and constant field $F=-1$ violates it, and there $E=E_{\rm bare}+1$.

Both inequalities allow equality, as happens when all fields vanish and $0$ is the lowest level of $C$. The potential $v$ is the full lowest eigenvalue, not the quadratic form $-\tfrac12\alpha F^2$ with a polarizability $\alpha$ that is common in applications.

## A two-level polarizable core

```lean
/-- A two-level core with levels `0` and `Δ` and transition dipole `d` meets the conditions on the
core with `c = (1, 0)`, and its dipole operator takes `c` to `(0, d)`. -/
theorem two_level_core_witness (Δ d : ℝ) :
    let C : Matrix (Fin 2) (Fin 2) ℝ := !![0, 0; 0, Δ]
    let D : Matrix (Fin 2) (Fin 2) ℝ := !![0, d; d, 0]
    let c : Fin 2 → ℝ := ![1, 0]
    C.IsSymm ∧ D.IsSymm ∧ c ⬝ᵥ c = 1 ∧ C *ᵥ c = 0 ∧ c ⬝ᵥ D *ᵥ c = 0 ∧ D *ᵥ c = ![0, d] := by
  intro C D c
  refine ⟨?_, ?_, ?_, ?_, ?_, ?_⟩
  · ext i j
    fin_cases i <;> fin_cases j <;> rfl
  · ext i j
    fin_cases i <;> fin_cases j <;> rfl
  · simp [c, dotProduct, Fin.sum_univ_two]
  · ext i
    fin_cases i <;> simp [C, c, mulVec, dotProduct, Fin.sum_univ_two]
  · simp [D, c, mulVec, dotProduct, Fin.sum_univ_two]
  · ext i
    fin_cases i <;> simp [D, c, mulVec, dotProduct, Fin.sum_univ_two]

end CorePolarization
```

The example is

$$C=\begin{pmatrix}0&0\\0&\Delta\end{pmatrix},\qquad D=\begin{pmatrix}0&d\\d&0\end{pmatrix},\qquad c=\begin{pmatrix}1\\0\end{pmatrix}.$$

Both matrices are symmetric, and $c$ is a unit vector with $Cc=0$. Moreover $Dc=(0,d)^{\mathsf T}$ is orthogonal to $c$, so $\langle c,Dc\rangle=0$. For $\Delta>0$, $c$ is the core ground state, and for $d\ne0$ a nonzero field mixes it with the excited state. The conditions on the core therefore admit one that really polarizes. The proof checks these identities entry by entry: `fin_cases` runs through the two index values, and `simp` or `rfl` settles each entry.

```lean
#print axioms CorePolarization.polarization_nonpos
-- 'CorePolarization.polarization_nonpos' depends on axioms: [propext, Classical.choice, Quot.sound]
#print axioms CorePolarization.static_polarization_overbinds
-- 'CorePolarization.static_polarization_overbinds' depends on axioms: [propext, Classical.choice, Quot.sound]
```
